# If two separated fragments have energies convex in electron number, so does the pair

Q: You model a fragment as an arbitrary function from the natural numbers to the reals. There is no Hamiltonian, no nuclei and no wavefunction. What is left of the physics?

A: The dependence of the energy on electron number is left. Read EA(K) as the ground-state energy of fragment A with K electrons, and EB(K) likewise for fragment B. The question is how these two lists of numbers combine when the fragments are so far apart that they don't interact. Whatever produced the lists plays no further part.

In Lean 4 with Mathlib:

```lean
import Mathlib

namespace SeparatedFragments
```

Q: Then convexity has to be put in by hand.

A: Yes, it is a hypothesis on each fragment. The increment of an energy E at N is E(N+1) − E(N), and convexity says that increments never decrease:

E(N+1) − E(N) ≤ E(N+2) − E(N+1).

Physically, each further electron is bound no more strongly than the one before, so successive ionisation energies don't increase as electrons are added. Non-interacting electrons filling fixed levels from the bottom behave this way, because the increments are the level energies in order. For interacting electrons it is assumed here, not derived from the Coulomb Hamiltonian.

```lean
/-- An energy is convex in electron number when its increments
`E (N + 1) - E N` never decrease as electrons are added. -/
def ConvexInNumber (E : ℕ → ℝ) : Prop :=
  ∀ N, E (N + 1) - E N ≤ E (N + 2) - E (N + 1)
```

`ConvexInNumber E` is this inequality for every natural number N. Rearranged, it reads 2E(N+1) ≤ E(N) + E(N+2): two copies of the system gain nothing by disproportionating.

Q: And the pair? Electrons can move between the fragments, even at large distance.

A: That is why the pair energy is a minimum over all ways of sharing the electrons:

E(N) = min over K ≤ N of EA(K) + EB(N − K).

```lean
/-- The energy of two separated fragments sharing `N` electrons: the minimum of
`EA K + EB (N - K)` over all `K ≤ N`. -/
noncomputable def pairEnergy (EA EB : ℕ → ℝ) (N : ℕ) : ℝ :=
  (Finset.range (N + 1)).inf' ⟨0, by simp⟩ (fun K => EA K + EB (N - K))
```

`Finset.range (N + 1)` is the set 0, …, N, and `inf'` is the minimum over a nonempty finite set, so the definition carries a proof that 0 belongs to it. Since K ≤ N throughout, the subtraction of natural numbers is the ordinary one. Each fragment holds a whole number of electrons, and there is no interaction term, so finite separation, polarisation and charge transfer through overlap are not described.

Q: How do you work with that minimum without dragging N − K through every line?

A: By two facts about splits, where a split of N is a pair (a, b) with a + b = N. Every split gives an upper bound, E(N) ≤ EA(a) + EB(b), and some split attains equality.

```lean
/-- Every way of splitting the electrons bounds the pair energy from above. -/
theorem pairEnergy_le (EA EB : ℕ → ℝ) {a b N : ℕ} (h : a + b = N) :
    pairEnergy EA EB N ≤ EA a + EB b := by
  subst h
  have h := Finset.inf'_le (fun K => EA K + EB (a + b - K))
    (Finset.mem_range.mpr (by omega : a < a + b + 1))
  simp only [Nat.add_sub_cancel_left] at h
  exact h

/-- Some split of the electrons attains the pair energy. -/
theorem exists_optimal_split (EA EB : ℕ → ℝ) (N : ℕ) :
    ∃ a b, a + b = N ∧ pairEnergy EA EB N = EA a + EB b := by
  obtain ⟨K, hK, e⟩ := Finset.exists_mem_eq_inf' (s := Finset.range (N + 1))
    ⟨0, by simp⟩ (fun K => EA K + EB (N - K))
  have hK' := Finset.mem_range.mp hK
  exact ⟨K, N - K, by omega, e⟩
```

The first lemma applies the general bound for `inf'` at K = a. The second takes the minimising K and sets b = N − K. From here on the definition is never unfolded again.

Q: Your convexity compares neighbouring increments only. An optimal split may jump by many electrons when N changes by two.

A: So we need increments compared at any distance. If a ≤ m, chaining the neighbouring inequalities from a to m gives

E(a+1) − E(a) ≤ E(m+1) − E(m).

```lean
/-- For an energy convex in electron number, the increment at `m` electrons is at least
the increment at any smaller number `a`. -/
theorem increment_mono {E : ℕ → ℝ} (hE : ConvexInNumber E) {a m : ℕ} (h : a ≤ m) :
    E (a + 1) - E a ≤ E (m + 1) - E m := by
  have hmono : Monotone (fun n => E (n + 1) - E n) := monotone_nat_of_le_succ hE
  exact hmono h
```

Mathlib's `monotone_nat_of_le_succ` does the chaining.

Q: Now convince me that the pair is convex. The minimum of convex functions is generally not convex.

A: True, but here the minimum runs over a shared resource. Take an optimal split (a, b) of N and an optimal split (c, d) of N+2. Since c + d = a + b + 2, either c > a or d > b. Suppose c > a and write c = m + 1, so that a ≤ m. Move one electron on fragment A from the larger system to the smaller one. This leaves two splits of N+1, namely (a+1, b) and (m, d), and each bounds E(N+1):

E(N+1) ≤ EA(a+1) + EB(b),
E(N+1) ≤ EA(m) + EB(d).

Convexity of A, rearranged, gives

EA(a+1) + EA(m) ≤ EA(a) + EA(m+1).

Adding the two bounds and using this,

2E(N+1) ≤ EA(a) + EB(b) + EA(m+1) + EB(d) = E(N) + E(N+2).

If d > b, the same argument runs on fragment B.

```lean
/-- If both fragment energies are convex in electron number, so is the energy of the
separated pair. -/
theorem convex_pairEnergy {EA EB : ℕ → ℝ} (hA : ConvexInNumber EA)
    (hB : ConvexInNumber EB) : ConvexInNumber (pairEnergy EA EB) := by
  intro N
  obtain ⟨a, b, hab, e0⟩ := exists_optimal_split EA EB N
  obtain ⟨c, d, hcd, e2⟩ := exists_optimal_split EA EB (N + 2)
  -- one fragment holds more electrons in the larger system; move one of them across
  rcases (by omega : a < c ∨ b < d) with h | h
  · obtain ⟨m, rfl⟩ : ∃ m, c = m + 1 := ⟨c - 1, by omega⟩
    have h1 := pairEnergy_le EA EB (by omega : (a + 1) + b = N + 1)
    have h2 := pairEnergy_le EA EB (by omega : m + d = N + 1)
    have h3 := increment_mono hA (by omega : a ≤ m)
    linarith
  · obtain ⟨m, rfl⟩ : ∃ m, d = m + 1 := ⟨d - 1, by omega⟩
    have h1 := pairEnergy_le EA EB (by omega : a + (b + 1) = N + 1)
    have h2 := pairEnergy_le EA EB (by omega : c + m = N + 1)
    have h3 := increment_mono hB (by omega : b ≤ m)
    linarith
```

In the code, `e0` and `e2` are the energies of the two optimal splits, `h1` and `h2` are the two bounds, and `h3` is the comparison of increments. `omega` settles the electron counting, and `linarith` adds the inequalities.

Q: Show me numbers.

A: Let both fragments start at energy 0. Give A the increments −5, −2, −1 and then 0 for ever, and B the increments −4, −3 and then 0 for ever. So

EA = 0, −5, −7, −8, −8, …
EB = 0, −4, −7, −7, −7, …

For three electrons the candidates, K = 0 to 3, are −7, −12, −11 and −8, so E(3) = −12 with split (1, 2). Doing the same for the other numbers gives

E(0), …, E(4) = 0, −5, −9, −12, −14,

with increments −5, −4, −3, −2. To see the exchange at N = 1, take the optimal splits (1, 0) of one electron and (1, 2) of three. Fragment B has gained, so one of its electrons moves across, and both systems become (1, 1). The total is −18, which is indeed no higher than −5 − 12 = −17.

Q: Does this stop at two fragments?

A: No. The pair energy is again a function of electron number, so it can serve as a fragment itself.

```lean
/-- Joining any finite list of convex fragments, one at a time, to a convex fragment `E₀`
gives an energy that is convex in electron number. -/
theorem convex_cluster {E₀ : ℕ → ℝ} (h₀ : ConvexInNumber E₀) (L : List (ℕ → ℝ))
    (hL : ∀ E ∈ L, ConvexInNumber E) : ConvexInNumber (L.foldr pairEnergy E₀) := by
  induction L with
  | nil => exact h₀
  | cons E L ih =>
    exact convex_pairEnergy (hL E (by simp))
      (ih fun F hF => hL F (List.mem_cons_of_mem _ hF))
```

Here `E₀` is a starting fragment and `L` a finite list of others. `foldr` joins them to it one at a time, and an empty list leaves `E₀` alone. The induction on the list uses the pair theorem at each step.

Q: In practice I would find the best split by moving single electrons until nothing improves. Could I get stuck in a local minimum?

A: Not if both fragments are convex. Suppose that moving one electron from B to A doesn't lower the energy. Consider a later transfer in the same direction, after k electrons have already moved. Let d be the number left on B afterwards, so b = d + k + 1. Then

EB(d+1) − EB(d) ≤ EB(b) − EB(b−1) ≤ EA(a+1) − EA(a) ≤ EA(a+k+1) − EA(a+k).

The outer inequalities are convexity of B and of A, and the middle one is the assumption about the first transfer. What B gives back is therefore at most what A charges, and the later transfer doesn't lower the energy either. Summing over transfers covers any number of electrons.

```lean
/-- For convex fragments, if moving one electron from B to A does not lower the energy,
then moving any number `k` of electrons from B to A does not lower it either. -/
theorem transfer_many {EA EB : ℕ → ℝ} (hA : ConvexInNumber EA) (hB : ConvexInNumber EB)
    {a b : ℕ} (h : ∀ d, b = d + 1 → EA a + EB b ≤ EA (a + 1) + EB d) (k : ℕ) :
    ∀ d, b = d + k → EA a + EB b ≤ EA (a + k) + EB d := by
  induction k with
  | zero =>
    intro d hd
    subst hd
    exact le_rfl
  | succ k ih =>
    intro d hd
    have h1 := ih (d + 1) (by omega)
    have h2 := h (d + k) (by omega)
    -- each further transfer costs at least as much as the first
    have h3 := increment_mono hA (by omega : a ≤ a + k)
    have h4 := increment_mono hB (by omega : d ≤ d + k)
    have e : EB b = EB (d + k + 1) := congrArg EB (by omega)
    rw [← add_assoc a k 1]
    linarith
```

The induction on `k` is that sum: `ih` handles the first k transfers, `h2` is the middle inequality, and `h3` and `h4` are the outer ones.

Q: And that gives a criterion for the true minimum?

A: Yes. For convex fragments, a split is optimal exactly when no single-electron transfer, in either direction, lowers the energy. One implication is immediate, since an optimal split is beaten by no other. For the converse, an optimal split differs from yours by some number of electrons moved in one direction, and the previous lemma says that such a move can't lower the energy.

```lean
/-- For convex fragments, a split of the electrons has the minimal energy exactly when
no transfer of a single electron, in either direction, lowers the energy. -/
theorem optimal_iff_stable {EA EB : ℕ → ℝ} (hA : ConvexInNumber EA)
    (hB : ConvexInNumber EB) (a b : ℕ) :
    pairEnergy EA EB (a + b) = EA a + EB b ↔
      (∀ d, b = d + 1 → EA a + EB b ≤ EA (a + 1) + EB d) ∧
      (∀ c, a = c + 1 → EA a + EB b ≤ EA c + EB (b + 1)) := by
  constructor
  · intro h
    refine ⟨fun d hd => ?_, fun c hc => ?_⟩
    · rw [← h]
      exact pairEnergy_le EA EB (by omega)
    · rw [← h]
      exact pairEnergy_le EA EB (by omega)
  · rintro ⟨h1, h2⟩
    apply le_antisymm (pairEnergy_le EA EB rfl)
    obtain ⟨c, d, hcd, e⟩ := exists_optimal_split EA EB (a + b)
    rw [e]
    -- compare with an optimal split, reached by transfers in one direction
    rcases le_total a c with h | h
    · obtain ⟨k, rfl⟩ := Nat.exists_eq_add_of_le h
      exact transfer_many hA hB h1 k d (by omega)
    · obtain ⟨k, rfl⟩ : ∃ k, d = b + k := ⟨d - b, by omega⟩
      have h3 := transfer_many hB hA (a := b) (b := a)
        (fun c hc => by linarith [h2 c hc]) k c (by omega : a = c + k)
      linarith
```

The condition `b = d + 1` names the state of B after it loses an electron. If B is empty there is no such `d`, and nothing is required of that direction. The proof splits on whether the optimal split has more or fewer electrons on A, and in the second case applies the transfer lemma with the fragments exchanged.

Q: Chemically, I would say that the next electron goes to the fragment with the greater affinity. Do you get that?

A: Yes, if both fragments are convex and you start from an optimal split (a, b) of N = a + b:

E(N+1) − E(N) = min(EA(a+1) − EA(a), EB(b+1) − EB(b)).

The electron affinity is minus the increment, so the pair's affinity is the larger of the two. Adding the electron to either fragment gives a split of N+1, which proves "≤". For "≥", take an optimal split (c, d) of N+1. One fragment has gained; say c = m + 1 with a ≤ m. Removing an electron from it leaves a split of N, so

E(N) ≤ EA(m) + EB(d) = E(N+1) − (EA(m+1) − EA(m)) ≤ E(N+1) − (EA(a+1) − EA(a)).

Hence the pair's increment is at least A's increment at a, and so at least the minimum. If B has gained, B's increment takes its place.

```lean
/-- For convex fragments in an optimal split, the energy change on adding one electron to
the pair is the smaller of the two fragment increments. -/
theorem next_electron {EA EB : ℕ → ℝ} (hA : ConvexInNumber EA) (hB : ConvexInNumber EB)
    {a b : ℕ} (h : pairEnergy EA EB (a + b) = EA a + EB b) :
    pairEnergy EA EB (a + b + 1) - pairEnergy EA EB (a + b) =
      min (EA (a + 1) - EA a) (EB (b + 1) - EB b) := by
  apply le_antisymm
  · have h1 := pairEnergy_le EA EB (by omega : (a + 1) + b = a + b + 1)
    have h2 := pairEnergy_le EA EB (by omega : a + (b + 1) = a + b + 1)
    exact le_min (by linarith) (by linarith)
  · obtain ⟨c, d, hcd, e⟩ := exists_optimal_split EA EB (a + b + 1)
    -- remove the extra electron from a fragment that has gained
    rcases (by omega : a < c ∨ b < d) with hc | hd
    · obtain ⟨m, rfl⟩ : ∃ m, c = m + 1 := ⟨c - 1, by omega⟩
      have h1 := pairEnergy_le EA EB (by omega : m + d = a + b)
      have h2 := increment_mono hA (by omega : a ≤ m)
      have h3 := min_le_left (EA (a + 1) - EA a) (EB (b + 1) - EB b)
      linarith
    · obtain ⟨m, rfl⟩ : ∃ m, d = m + 1 := ⟨d - 1, by omega⟩
      have h1 := pairEnergy_le EA EB (by omega : c + m = a + b)
      have h2 := increment_mono hB (by omega : b ≤ m)
      have h3 := min_le_right (EA (a + 1) - EA a) (EB (b + 1) - EB b)
      linarith
```

The two halves are joined by `le_antisymm`. In the second, `h1` is the bound on E(N), `h2` is convexity, and `h3` says that the minimum is no larger than the increment in question.

Q: Your exchange argument used convexity of only one fragment at a time. Would one convex fragment do?

A: No, because you don't choose which fragment has gained. Take a flat fragment, with energy 0 for every electron number, and a stepped one that binds electrons only as a pair: 0 for zero or one electron, −1 from two onwards.

```lean
/-- A model energy that is zero for fewer than two electrons and `-1` from two onwards. -/
noncomputable def steppedEnergy (N : ℕ) : ℝ := if N < 2 then 0 else -1
```

The flat fragment is convex. For the pair, E(0) = 0 and E(1) = 0, while E(2) = −1, reached by putting both electrons on the stepped fragment. The increments are 0 and then −1, which decrease.

```lean
/-- Convexity of one fragment is not enough: the flat energy is convex in electron number,
but its pair with the stepped energy is not. -/
theorem one_convex_fragment_insufficient :
    ConvexInNumber (fun _ => 0) ∧
      ¬ ConvexInNumber (pairEnergy (fun _ => 0) steppedEnergy) := by
  constructor
  · intro N
    simp
  · intro h
    have h0 := h 0
    simp only [zero_add] at h0
    have p0 : pairEnergy (fun _ => 0) steppedEnergy 0 ≤ 0 := by
      simpa [steppedEnergy] using
        pairEnergy_le (fun _ => 0) steppedEnergy (by omega : 0 + 0 = 0)
    have p2 : pairEnergy (fun _ => 0) steppedEnergy 2 ≤ -1 := by
      simpa [steppedEnergy] using
        pairEnergy_le (fun _ => 0) steppedEnergy (by omega : 0 + 2 = 2)
    obtain ⟨a, b, hab, e1⟩ := exists_optimal_split (fun _ => 0) steppedEnergy 1
    have hb : steppedEnergy b = 0 := if_pos (by omega)
    simp only [hb, add_zero] at e1
    linarith

end SeparatedFragments
```

The proof assumes convexity and looks at N = 0. It needs only the upper bounds E(0) ≤ 0 and E(2) ≤ −1, from explicit splits, and the value E(1) = 0, which holds because a single electron can't reach the step. Convexity would then give 0 ≤ −1.

```lean
#print axioms SeparatedFragments.convex_pairEnergy
#print axioms SeparatedFragments.convex_cluster
#print axioms SeparatedFragments.next_electron
#print axioms SeparatedFragments.one_convex_fragment_insufficient
```

```
'SeparatedFragments.convex_pairEnergy' depends on axioms: [propext, Classical.choice, Quot.sound]
'SeparatedFragments.convex_cluster' depends on axioms: [propext, Classical.choice, Quot.sound]
'SeparatedFragments.next_electron' depends on axioms: [propext, Classical.choice, Quot.sound]
'SeparatedFragments.one_convex_fragment_insufficient' depends on axioms: [propext, Classical.choice, Quot.sound]
```

Q: So where would I meet this in electronic structure?

A: At fractional electron number. When the integer energies are convex, the lowest ensemble energy at a fractional number lies on the straight line between the two neighbouring integers, and for non-interacting fragments at infinite separation the pair inherits that condition from its parts. Suppose that a calculation gives such a pair, at each whole number of electrons, the lowest sum of the fragment energies from the same method over all whole-number splits. If the resulting E(N) is nonconvex, at least one fragment energy must already be nonconvex. A method that isn't size-consistent, or that leaves fractional charges on the fragments, may not meet that condition, and then the conclusion doesn't follow.
